# The rotation of quadrupole tensors in an orthonormal basis, and its character

Let E_1, …, E_5 be real traceless symmetric 3 × 3 matrices that form an orthonormal basis of all such matrices under the Frobenius product tr(AB). For an orthogonal matrix R, with transpose Rᵀ, define

D(R)_ab = tr(E_a R E_b Rᵀ).

Then D(R) is orthogonal, D(RS) = D(R) D(S) for orthogonal R and S, and

tr D(R) = ((tr R)² + tr(R²))/2 − 1.

The same holds for N × N matrices with N ≥ 1.

## Tensors and their rotation matrix

```lean
import Mathlib

open Matrix

namespace QuadrupoleRotation

noncomputable section

variable {n ι : Type*} [Fintype n] [DecidableEq n] [Fintype ι] [DecidableEq ι]
```

The finite type `n` labels the Cartesian axes, N in number, and `ι` labels the basis tensors.

```lean
/-- A Frobenius-orthonormal basis of the real traceless symmetric matrices
(Cartesian quadrupole tensors). -/
structure IsQuadrupoleBasis (E : ι → Matrix n n ℝ) : Prop where
  symm : ∀ a, (E a)ᵀ = E a
  traceless : ∀ a, (E a).trace = 0
  orthonormal : ∀ a b, (E a * E b).trace = if a = b then 1 else 0
  spans : ∀ X : Matrix n n ℝ, Xᵀ = X → X.trace = 0 → ∃ c : ι → ℝ, X = ∑ a, c a • E a
```

`IsQuadrupoleBasis E` collects four conditions: each E_a is symmetric, each is traceless, tr(E_a E_b) = δ_ab, and every traceless symmetric X is a real combination of the E_a. The symbol `•` multiplies a matrix by a number.

```lean
/-- The matrix `D(R)` with entries `tr (E_a R E_b Rᵀ)`. -/
def rep (E : ι → Matrix n n ℝ) (R : Matrix n n ℝ) : Matrix ι ι ℝ :=
  Matrix.of fun a b => (E a * R * E b * Rᵀ).trace
```

`rep E R` is D(R), defined for any square R. Orthogonality enters later as the hypothesis `Rᵀ * R = 1`, which also admits reflections.

## Expansion and the product law

```lean
/-- A traceless symmetric matrix is the sum of its Frobenius projections on the basis. -/
theorem expansion {E : ι → Matrix n n ℝ} (hE : IsQuadrupoleBasis E) {X : Matrix n n ℝ}
    (hX : Xᵀ = X) (h0 : X.trace = 0) : ∑ a, (E a * X).trace • E a = X := by
  obtain ⟨c, hc⟩ := hE.spans X hX h0
  have h : ∀ a, (E a * X).trace = c a := by
    intro a
    rw [hc]
    simp [Finset.mul_sum, Matrix.trace_sum, hE.orthonormal]
  simp only [h]
  exact hc.symm
```

Write X = Σ_b c_b E_b, multiply by E_a and take the trace. Orthonormality leaves tr(E_a X) = c_a, so

X = Σ_a tr(E_a X) E_a.

In Lean, `obtain` extracts the coefficients from `spans`, and `simp` evaluates the trace.

```lean
/-- For orthogonal `R`, the rotated basis tensor `R E_b Rᵀ` has the components `D(R)_ab`. -/
theorem rotate_basis {E : ι → Matrix n n ℝ} (hE : IsQuadrupoleBasis E) {R : Matrix n n ℝ}
    (hR : Rᵀ * R = 1) (b : ι) : R * E b * Rᵀ = ∑ a, rep E R a b • E a := by
  have hs : (R * E b * Rᵀ)ᵀ = R * E b * Rᵀ := by
    simp [Matrix.transpose_mul, hE.symm, Matrix.mul_assoc]
  have ht : (R * E b * Rᵀ).trace = 0 := by
    rw [Matrix.trace_mul_comm, ← Matrix.mul_assoc, hR, Matrix.one_mul, hE.traceless]
  refine (expansion hE hs ht).symm.trans (Finset.sum_congr rfl fun a _ => ?_)
  simp only [rep, Matrix.of_apply, Matrix.mul_assoc]
```

R E_b Rᵀ is symmetric (`hs`). It is also traceless (`ht`), since tr(R E_b Rᵀ) = tr(RᵀR E_b) = tr E_b = 0. The expansion therefore applies, with coefficients D(R)_ab:

R E_b Rᵀ = Σ_a D(R)_ab E_a.

Take N = 3 and let r be the position relative to a single centre. For the five real d functions f(|r|) rᵀE_b r with a common radial factor f, without spin, D(R) thus gives the mixing under a rotation R.

```lean
/-- For a quadrupole basis `E`, `D(RS) = D(R) D(S)` whenever `S` is orthogonal. -/
theorem rep_mul {E : ι → Matrix n n ℝ} (hE : IsQuadrupoleBasis E) (R : Matrix n n ℝ)
    {S : Matrix n n ℝ} (hS : Sᵀ * S = 1) : rep E (R * S) = rep E R * rep E S := by
  ext a b
  have h : E a * (R * S) * E b * (R * S)ᵀ = E a * R * (S * E b * Sᵀ) * Rᵀ := by
    simp only [Matrix.transpose_mul, Matrix.mul_assoc]
  rw [Matrix.mul_apply]
  change (E a * (R * S) * E b * (R * S)ᵀ).trace = _
  rw [h, rotate_basis hE hS b]
  simp only [Finset.mul_sum, Finset.sum_mul, Matrix.trace_sum, Matrix.mul_smul,
    Matrix.smul_mul, Matrix.trace_smul, smul_eq_mul]
  exact Finset.sum_congr rfl fun c _ => mul_comm _ _
```

Regroup the product, then expand the inner rotated tensor:

D(RS)_ab = tr(E_a R (S E_b Sᵀ) Rᵀ)
= Σ_c tr(E_a R E_c Rᵀ) D(S)_cb
= Σ_c D(R)_ac D(S)_cb.

The regrouping is `h`, and the expansion is the rewrite with `rotate_basis`. The proof uses orthogonality of S alone; R may be any square matrix.

## Completeness and the trace

```lean
/-- Completeness: in dimension `n ≥ 1` the Frobenius projections of any matrix `M` on the
basis add up to its symmetric traceless part. -/
theorem completeness [Nonempty n] {E : ι → Matrix n n ℝ} (hE : IsQuadrupoleBasis E)
    (M : Matrix n n ℝ) : ∑ a, (E a * M).trace • E a =
      (1 / 2 : ℝ) • (M + Mᵀ) - (M.trace / (Fintype.card n : ℝ)) • (1 : Matrix n n ℝ) := by
  have hn : (Fintype.card n : ℝ) ≠ 0 := Nat.cast_ne_zero.mpr Fintype.card_ne_zero
  obtain ⟨X, hX⟩ : ∃ X : Matrix n n ℝ, X = (1 / 2 : ℝ) • (M + Mᵀ)
      - (M.trace / (Fintype.card n : ℝ)) • (1 : Matrix n n ℝ) := ⟨_, rfl⟩
  have hs : Xᵀ = X := by
    rw [hX, Matrix.transpose_sub, Matrix.transpose_smul, Matrix.transpose_add,
      Matrix.transpose_transpose, Matrix.transpose_smul, Matrix.transpose_one, add_comm Mᵀ M]
  have ht : X.trace = 0 := by
    have h : M.trace / (Fintype.card n : ℝ) * (Fintype.card n : ℝ) = M.trace := by field_simp
    rw [hX, Matrix.trace_sub, Matrix.trace_smul, Matrix.trace_add, Matrix.trace_transpose,
      Matrix.trace_smul, Matrix.trace_one, smul_eq_mul, smul_eq_mul]
    linear_combination -h
  -- the basis tensors do not see the antisymmetric part and the trace of `M`
  have ha : ∀ a, (E a * X).trace = (E a * M).trace := by
    intro a
    have h : (E a * Mᵀ).trace = (E a * M).trace := by
      rw [← Matrix.trace_transpose, Matrix.transpose_mul, Matrix.transpose_transpose,
        hE.symm, Matrix.trace_mul_comm]
    rw [hX, Matrix.mul_sub, Matrix.mul_smul, Matrix.mul_add, Matrix.mul_smul,
      Matrix.mul_one, Matrix.trace_sub, Matrix.trace_smul, Matrix.trace_add,
      Matrix.trace_smul, h, hE.traceless, smul_eq_mul, smul_eq_mul]
    ring
  have h := expansion hE hs ht
  simp only [ha] at h
  exact h.trans hX
```

For any matrix M, let X = (M + Mᵀ)/2 − (tr M/N) 1, its symmetric traceless part. Since E_a is symmetric, tr(E_a Mᵀ) = tr(E_a M); since it is traceless, the identity term contributes nothing. Hence tr(E_a X) = tr(E_a M), which is `ha`, and expanding X gives

Σ_a tr(E_a M) E_a = (M + Mᵀ)/2 − (tr M/N) 1.

```lean
/-- For orthogonal `R` in dimension `n ≥ 1`, the character of the quadrupole representation
is `((tr R)² + tr R²)/2 - 1`. -/
theorem trace_rep [Nonempty n] {E : ι → Matrix n n ℝ} (hE : IsQuadrupoleBasis E)
    {R : Matrix n n ℝ} (hR : Rᵀ * R = 1) :
    (rep E R).trace = (R.trace ^ 2 + (R * R).trace) / 2 - 1 := by
  have hn : (Fintype.card n : ℝ) ≠ 0 := Nat.cast_ne_zero.mpr Fintype.card_ne_zero
  have hR' : R * Rᵀ = 1 := mul_eq_one_comm.mp hR
  -- write the diagonal of `D(R)` through projections of products of rows of `R`
  have hexp : ∀ a, rep E R a a =
      ∑ i, ∑ j, (E a * vecMulVec (R i) (R j)).trace * E a i j := by
    intro a
    have h : ∀ i j, (E a * vecMulVec (R i) (R j)).trace = (R * E a * Rᵀ) j i := by
      intro i j
      simp only [Matrix.trace, Matrix.diag_apply, Matrix.mul_apply, Matrix.transpose_apply,
        Matrix.vecMulVec_apply, Finset.sum_mul]
      rw [Finset.sum_comm]
      exact Finset.sum_congr rfl fun l _ => Finset.sum_congr rfl fun k _ => by ring
    have h' : E a * R * E a * Rᵀ = E a * (R * E a * Rᵀ) := by simp only [Matrix.mul_assoc]
    simp only [h]
    change (E a * R * E a * Rᵀ).trace = _
    rw [h']
    change ∑ i, (E a * (R * E a * Rᵀ)) i i = _
    refine Finset.sum_congr rfl fun i _ => ?_
    rw [Matrix.mul_apply]
    exact Finset.sum_congr rfl fun j _ => mul_comm _ _
  have hin : ∀ i j, ∑ a, (E a * vecMulVec (R i) (R j)).trace * E a i j =
      1 / 2 * (R i i * R j j + R i j * R j i)
        - (1 : Matrix n n ℝ) i j / (Fintype.card n : ℝ) * (1 : Matrix n n ℝ) i j := by
    intro i j
    have ht : (vecMulVec (R i) (R j)).trace = (1 : Matrix n n ℝ) i j := by
      rw [← hR', Matrix.mul_apply]
      rfl
    have h := congrFun (congrFun (completeness hE (vecMulVec (R i) (R j))) i) j
    rw [ht, Matrix.sum_apply] at h
    simp only [Matrix.smul_apply, Matrix.sub_apply, Matrix.add_apply,
      Matrix.transpose_apply, Matrix.vecMulVec_apply, smul_eq_mul] at h
    exact h
  have hT : ∑ j, R j j = R.trace := rfl
  have hA : ∑ i, (R * R) i i = (R * R).trace := rfl
  have hi : ∀ i, ∑ j, ∑ a, (E a * vecMulVec (R i) (R j)).trace * E a i j =
      1 / 2 * (R i i * R.trace + (R * R) i i) - 1 / (Fintype.card n : ℝ) := by
    intro i
    have h1 : ∑ j, (1 : Matrix n n ℝ) i j / (Fintype.card n : ℝ) * (1 : Matrix n n ℝ) i j
        = 1 / (Fintype.card n : ℝ) := by
      simp [Matrix.one_apply]
    rw [Finset.sum_congr rfl fun j _ => hin i j, Finset.sum_sub_distrib, ← Finset.mul_sum,
      Finset.sum_add_distrib, ← Finset.mul_sum, h1, hT, Matrix.mul_apply]
  have hC : (Fintype.card n : ℝ) * (1 / (Fintype.card n : ℝ)) = 1 := by field_simp
  change ∑ a, rep E R a a = _
  rw [Finset.sum_congr rfl fun a _ => hexp a, Finset.sum_comm,
    Finset.sum_congr rfl fun i _ => Finset.sum_comm.trans (hi i), Finset.sum_sub_distrib,
    ← Finset.mul_sum, Finset.sum_add_distrib, ← Finset.sum_mul, hT, hA,
    Finset.sum_const, Finset.card_univ, nsmul_eq_mul, hC]
  ring
```

For fixed i and j, let M be the outer product of rows i and j of R, with entries M_kl = R_ik R_jl. This is `vecMulVec (R i) (R j)`. Then tr(E_a M) = (R E_a Rᵀ)_ji, so `hexp` reads

D(R)_aa = Σ_ij tr(E_a M) (E_a)_ij.

Because tr M = (RRᵀ)_ij = δ_ij, the ij entry of completeness gives `hin`:

Σ_a tr(E_a M) (E_a)_ij = (R_ii R_jj + R_ij R_ji)/2 − δ_ij/N.

Summing over j (`hi`) and then over i turns the three terms into (tr R)²/2, tr(R²)/2 and −1. `Nonempty n` says N ≥ 1; for N = 0 the trace would be 0 and the formula would give −1.

```lean
/-- For a quadrupole basis `E` and orthogonal `R` and `S` in dimension at least 1, `D(R)` is
orthogonal, `D` respects products, and `tr D(R) = ((tr R)² + tr R²)/2 - 1`. -/
theorem quadrupole_representation [Nonempty n] {E : ι → Matrix n n ℝ}
    (hE : IsQuadrupoleBasis E) {R S : Matrix n n ℝ} (hR : Rᵀ * R = 1) (hS : Sᵀ * S = 1) :
    (rep E R)ᵀ * rep E R = 1 ∧ rep E (R * S) = rep E R * rep E S ∧
      (rep E R).trace = (R.trace ^ 2 + (R * R).trace) / 2 - 1 := by
  refine ⟨?_, rep_mul hE R hS, trace_rep hE hR⟩
  -- the transpose of `D(R)` is `D(Rᵀ)`
  have ht : (rep E R)ᵀ = rep E Rᵀ := by
    ext a b
    change (E b * R * E a * Rᵀ).trace = (E a * Rᵀ * E b * Rᵀᵀ).trace
    rw [Matrix.transpose_transpose, Matrix.mul_assoc (E a * Rᵀ), Matrix.trace_mul_comm
      (E a * Rᵀ), ← Matrix.mul_assoc]
  rw [ht, ← rep_mul hE Rᵀ hR, hR]
  ext a b
  simp [rep, hE.orthonormal, Matrix.one_apply]
```

This theorem joins the three results with `∧`, "and". What remains is orthogonality. Cycling the trace gives D(R)ᵀ = D(Rᵀ), which is `ht`, and the product law then yields

D(R)ᵀ D(R) = D(RᵀR) = D(1) = 1,

where the last step is orthonormality.

## The character in three dimensions

```lean
/-- The rotation of three-dimensional space by the angle `θ` about the z axis. -/
def rotZ (θ : ℝ) : Matrix (Fin 3) (Fin 3) ℝ :=
  !![Real.cos θ, -Real.sin θ, 0; Real.sin θ, Real.cos θ, 0; 0, 0, 1]
```

`rotZ θ` is the rotation Z by θ about the z axis; `Fin 3` numbers the axes 0, 1, 2.

```lean
/-- A rotation by `θ` about the z axis, conjugated by any orthogonal `Q`, has in the representation
`D` on a quadrupole basis the character `1 + 2 cos θ + 2 cos 2θ`. -/
theorem character_rotation {E : ι → Matrix (Fin 3) (Fin 3) ℝ} (hE : IsQuadrupoleBasis E)
    {Q : Matrix (Fin 3) (Fin 3) ℝ} (hQ : Qᵀ * Q = 1) (θ : ℝ) :
    (rep E (Q * rotZ θ * Qᵀ)).trace = 1 + 2 * Real.cos θ + 2 * Real.cos (2 * θ) := by
  have hZ : (rotZ θ)ᵀ * rotZ θ = 1 := by
    ext i j
    fin_cases i <;> fin_cases j <;>
      simp [rotZ, Matrix.mul_apply, Fin.sum_univ_three] <;>
      nlinarith [Real.sin_sq_add_cos_sq θ]
  have hQ' : Qᵀᵀ * Qᵀ = 1 := by
    rw [Matrix.transpose_transpose]
    exact mul_eq_one_comm.mp hQ
  have h1 : (rotZ θ).trace = 2 * Real.cos θ + 1 := by
    rw [Matrix.trace_fin_three]
    simp [rotZ]
    ring
  have h2 : (rotZ θ * rotZ θ).trace = 2 * Real.cos θ ^ 2 - 2 * Real.sin θ ^ 2 + 1 := by
    rw [Matrix.trace_fin_three]
    simp [rotZ, Matrix.mul_apply, Fin.sum_univ_three]
    ring
  -- conjugation drops out of the trace
  rw [rep_mul hE _ hQ', rep_mul hE Q hZ, Matrix.trace_mul_comm, ← Matrix.mul_assoc,
    ← rep_mul hE Qᵀ hQ, hQ, ← rep_mul hE 1 hZ, Matrix.one_mul, trace_rep hE hZ, h1, h2,
    Real.cos_two_mul]
  linear_combination -Real.sin_sq_add_cos_sq θ
```

Conjugation by an orthogonal Q, which can turn the axis into any direction, leaves the character unchanged:

tr(D(Q) D(Z) D(Qᵀ)) = tr(D(QᵀQ) D(Z)) = tr D(Z).

With tr Z = 1 + 2 cos θ and tr(Z²) = 1 + 2 cos 2θ, the trace formula gives

tr D(Z) = 2 cos θ + 2 cos²θ + cos 2θ = 1 + 2 cos θ + 2 cos 2θ.

This is the l = 2 character, the sum of e^(imθ) over m = −2, …, 2. The identification with l = 2 is made here by comparing characters; the code defines neither spherical harmonics nor irreducibility.

## An explicit basis

```lean
/-- The five normalised real quadrupole matrices of types xy, xz, yz, x² - y², 3z² - r². -/
def standardBasis : Fin 5 → Matrix (Fin 3) (Fin 3) ℝ :=
  ![√(1 / 2 : ℝ) • !![0, 1, 0; 1, 0, 0; 0, 0, 0],
    √(1 / 2 : ℝ) • !![0, 0, 1; 0, 0, 0; 1, 0, 0],
    √(1 / 2 : ℝ) • !![0, 0, 0; 0, 0, 1; 0, 1, 0],
    √(1 / 2 : ℝ) • !![1, 0, 0; 0, -1, 0; 0, 0, 0],
    √(1 / 6 : ℝ) • !![-1, 0, 0; 0, -1, 0; 0, 0, 2]]
```

The prefactors 1/√2 and 1/√6 give each matrix Frobenius norm 1.

```lean
/-- The five standard quadrupole matrices form a Frobenius-orthonormal basis of the
traceless symmetric 3 by 3 matrices. -/
theorem standardBasis_witness : IsQuadrupoleBasis standardBasis := by
  have hs : √(1 / 2 : ℝ) * √(1 / 2 : ℝ) = 1 / 2 := Real.mul_self_sqrt (by norm_num)
  have ht : √(1 / 6 : ℝ) * √(1 / 6 : ℝ) = 1 / 6 := Real.mul_self_sqrt (by norm_num)
  unfold standardBasis
  generalize √(1 / 2 : ℝ) = s at *
  generalize √(1 / 6 : ℝ) = t at *
  refine ⟨?_, ?_, ?_, ?_⟩
  · intro a
    fin_cases a <;> ext i j <;> fin_cases i <;> fin_cases j <;> simp
  · intro a
    fin_cases a <;> simp [Matrix.trace_fin_three]
    ring
  · intro a b
    fin_cases a <;> fin_cases b <;>
      simp [Matrix.trace_fin_three] <;>
      nlinarith [hs, ht]
  · intro X hX h0
    have h10 : X 1 0 = X 0 1 := congrFun (congrFun hX 0) 1
    have h20 : X 2 0 = X 0 2 := congrFun (congrFun hX 0) 2
    have h21 : X 2 1 = X 1 2 := congrFun (congrFun hX 1) 2
    rw [Matrix.trace_fin_three] at h0
    have es : ∀ x : ℝ, s * s * x = x / 2 := fun x => by rw [hs]; ring
    have et : ∀ x : ℝ, t * t * x = x / 6 := fun x => by rw [ht]; ring
    -- the components of `X` along the five matrices
    refine ⟨![2 * s * X 0 1, 2 * s * X 0 2, 2 * s * X 1 2, s * (X 0 0 - X 1 1),
      3 * t * X 2 2], ?_⟩
    ext i j
    fin_cases i <;> fin_cases j <;> simp [Fin.sum_univ_five, h10, h20, h21] <;>
      linarith [es (X 0 1), es (X 0 2), es (X 1 2), es (X 0 0), es (X 1 1), et (X 2 2)]

end

end QuadrupoleRotation
```

Such a basis therefore exists. The first three conditions are checked case by case over the five matrices. For spanning, the proof supplies the components of X in the listed order:

√2 X_xy, √2 X_xz, √2 X_yz, (X_xx − X_yy)/√2, √(3/2) X_zz.

Symmetry and X_xx + X_yy + X_zz = 0 then recover every entry of X.

```lean
#print axioms QuadrupoleRotation.quadrupole_representation
#print axioms QuadrupoleRotation.character_rotation
```

```
'QuadrupoleRotation.quadrupole_representation' depends on axioms: [propext, Classical.choice, Quot.sound]
'QuadrupoleRotation.character_rotation' depends on axioms: [propext, Classical.choice, Quot.sound]
```
